# The one-magnon equation for Heisenberg exchange between singly occupied orbitals

Let finitely many orbitals $p$ each hold one spin-up electron, and let $F$ be this state. The question is how an exchange Hamiltonian acts once a single spin is reversed. Write $c_{p\sigma}$ for the creation and $a_{p\sigma}$ for the annihilation operators (many textbooks write $c^\dagger$ and $c$), with the canonical anticommutation relations (CAR). With $\hbar=1$,

$$S^+_p=c_{p\uparrow}a_{p\downarrow},\quad S^-_p=c_{p\downarrow}a_{p\uparrow},\quad S^z_p=\tfrac12(c_{p\uparrow}a_{p\uparrow}-c_{p\downarrow}a_{p\downarrow}),$$

$S^x_p=\frac12(S^+_p+S^-_p)$ and $S^y_p=-\frac i2(S^+_p-S^-_p)$. The real symmetric numbers $J_{pq}$ are exchange couplings, positive for ferromagnetic exchange, and each pair is counted once:

$$H=-\sum_{p<q}J_{pq}\,\mathbf S_p\cdot\mathbf S_q,\qquad E=-\tfrac14\sum_{p<q}J_{pq}.$$

Here $E$ is the energy of $F$, that is $HF=EF$. For complex amplitudes $z_p$ put $\psi_z=\sum_p z_pS^-_pF$. Then

$$(H-E)\psi_z=\tfrac12\sum_p\Big(\sum_{q\ne p}J_{pq}(z_p-z_q)\Big)S^-_pF .$$

## From the anticommutators to the amplitude equation

In $S^x_pS^x_q+S^y_pS^y_q$ the terms $S^+_pS^+_q$ and $S^-_pS^-_q$ cancel, so

$$\mathbf S_p\cdot\mathbf S_q=\tfrac12(S^+_pS^-_q+S^-_pS^+_q)+S^z_pS^z_q .$$

For modes $i,j,k,l$, moving $a_j$ past $c_k$, reordering the equal-type pairs, and moving $c_i$ past $a_l$ gives

$$\begin{aligned}c_ia_jc_ka_l&=\delta_{jk}c_ia_l-c_kc_ia_la_j\\&=\delta_{jk}c_ia_l-\delta_{li}c_ka_j+c_ka_lc_ia_j.\end{aligned}$$

Hence $[S^+_p,S^-_q]=2\delta_{pq}S^z_p$ and $[S^z_p,S^-_q]=-\delta_{pq}S^-_q$.

The occupations of $F$ give $S^z_pF=\frac12F$. Applying $a_{p\downarrow}c_{p\downarrow}+c_{p\downarrow}a_{p\downarrow}=1$ to $a_{p\downarrow}F$ gives $a_{p\downarrow}F=0$, because $c_{p\downarrow}a_{p\downarrow}F=0$ and $a_{p\downarrow}^2=0$. So $S^+_pF=0$. For $p\ne q$ the operators $S^+_p$ and $S^-_q$ commute, so the ladder terms vanish on $F$. This leaves $\mathbf S_p\cdot\mathbf S_qF=\frac14F$, hence $HF=EF$. On $\psi_z$ the commutators yield

$$S^+_p\psi_z=z_pF,\qquad S^z_p\psi_z=\tfrac12\psi_z-z_pS^-_pF .$$

For $p\neq q$ the ladder terms contribute $\frac12(z_pS^-_qF+z_qS^-_pF)$, and $S^z_pS^z_q$ contributes $\frac14\psi_z-\frac12z_pS^-_pF-\frac12z_qS^-_qF$. Together,

$$\mathbf S_p\cdot\mathbf S_q\,\psi_z=\tfrac14\psi_z-\tfrac12(z_p-z_q)(S^-_p-S^-_q)F .$$

Multiply by $-J_{pq}$ and sum over pairs. The quarters add up to $E\psi_z$. Since $J_{pq}=J_{qp}$, the rest of each pair is $\frac12J_{pq}(z_p-z_q)S^-_pF$ plus the same expression with $p$ and $q$ exchanged, which is the claimed sum.

Applying $S^+_p$ extracts the amplitude at $p$. Thus $H\psi_z=(E+\omega)\psi_z$ holds exactly when $\frac12\sum_{q\ne p}J_{pq}(z_p-z_q)=\omega z_p$ for every $p$. If $J_{pq}=j(p-q)$ with $j$ even on a finite abelian group, take a character $z_p=\chi(p)$, the plane wave $e^{ik\cdot p}$ on a periodic lattice. With $q=p+d$ the left side becomes $\chi(p)\,\frac12\sum_dj(d)(1-\chi(d))$, so $\omega=\frac12\sum_dj(d)(1-\chi(d))$.

For finitely many spins with isotropic pair exchange, this reduces the one-flip spectrum to a matrix with one row per orbital. That real electrons are described by this $H$, with given $J_{pq}$, is a physical assumption.

## Operators, spins and the polarized state in Lean

```lean
import Mathlib

open Finset

namespace OneMagnon

noncomputable section
```

Operators are linear maps of a complex space `V`, and their product is composition. No inner product is used, so `c` need not be the adjoint of `a`.

```lean
/-- Canonical anticommutation relations for creation operators `c` and annihilation
operators `a` on a complex vector space. -/
structure CAR {M V : Type*} [DecidableEq M] [AddCommGroup V] [Module ℂ V]
    (c a : M → Module.End ℂ V) : Prop where
  aa : ∀ i j, a i * a j + a j * a i = 0
  cc : ∀ i j, c i * c j + c j * c i = 0
  ac : ∀ i j, a i * c j + c j * a i = if i = j then 1 else 0
```

A mode is a pair of an orbital in `ι` and a Boolean, `true` for up. The linear order on `ι` lists each pair once and makes equality of orbitals decidable; it has no physical meaning.

```lean
variable {ι V : Type*} [LinearOrder ι] [AddCommGroup V] [Module ℂ V]

section Defs

variable (c a : ι × Bool → Module.End ℂ V)

/-- Spin raising operator of orbital `p`; `true` labels spin up and `false` spin down. -/
def Splus (p : ι) : Module.End ℂ V := c (p, true) * a (p, false)

/-- Spin lowering operator of orbital `p`. -/
def Sminus (p : ι) : Module.End ℂ V := c (p, false) * a (p, true)

/-- The x component of the spin of orbital `p`. -/
def Sx (p : ι) : Module.End ℂ V := (1 / 2 : ℂ) • (Splus c a p + Sminus c a p)

/-- The y component of the spin of orbital `p`. -/
def Sy (p : ι) : Module.End ℂ V := (-Complex.I / 2) • (Splus c a p - Sminus c a p)

/-- The z component of the spin: half the difference of up and down occupation. -/
def Sz (p : ι) : Module.End ℂ V :=
  (1 / 2 : ℂ) • (c (p, true) * a (p, true) - c (p, false) * a (p, false))

/-- The scalar product of the spins of orbitals `p` and `q`. -/
def spinDot (p q : ι) : Module.End ℂ V :=
  Sx c a p * Sx c a q + Sy c a p * Sy c a q + Sz c a p * Sz c a q

/-- The Heisenberg Hamiltonian, minus the sum of `J p q` times `S_p · S_q` over pairs. -/
def heisenberg [Fintype ι] (J : ι → ι → ℝ) : Module.End ℂ V :=
  -∑ p, ∑ q with p < q, (J p q : ℂ) • spinDot c a p q
```

`Polarized` records the occupations of $F$ and that it is nonzero; $F$ need not be normalised or a ground state.

```lean
/-- A nonzero state with one up electron and no down electron in each orbital. -/
structure Polarized (F : V) : Prop where
  ne_zero : F ≠ 0
  up : ∀ p, (c (p, true) * a (p, true)) F = F
  down : ∀ p, (c (p, false) * a (p, false)) F = 0
```

The state $\psi_z$ is `magnon c a F z`, and $E$ is `ferroEnergy J`, defined as a number; that it is the energy of $F$ is shown only by hand, above.

```lean
/-- The superposition of single spin flips of `F` with amplitudes `z`. -/
def magnon [Fintype ι] (F : V) (z : ι → ℂ) : V := ∑ p, z p • Sminus c a p F

end Defs

/-- Minus one quarter of the sum of the couplings over pairs. -/
def ferroEnergy [Fintype ι] (J : ι → ι → ℝ) : ℝ := -(1 / 4) * ∑ p, ∑ q with p < q, J p q
```

## Spin algebra and the action on one flip

The ladder form follows by expanding the products and using $i^2=-1$.

```lean
variable {c a : ι × Bool → Module.End ℂ V} {F : V}

omit [LinearOrder ι] in
/-- The scalar product of two spins in terms of raising and lowering operators. -/
theorem spinDot_ladder (p q : ι) : spinDot c a p q =
    (1 / 2 : ℂ) • (Splus c a p * Sminus c a q + Sminus c a p * Splus c a q)
      + Sz c a p * Sz c a q := by
  have hI : (-Complex.I / 2) * (-Complex.I / 2) = -(1 / 4 : ℂ) := by
    linear_combination (1 / 4 : ℂ) * Complex.I_mul_I
  simp only [spinDot, Sx, Sy, smul_mul_smul_comm, hI, mul_add, add_mul, mul_sub, sub_mul]
  module
```

In the next proof, `B` is the commutator of two one-body operators, assembled from four CAR relations. The cases $p=q$ and $p\ne q$ then give the two spin commutators.

```lean
/-- For CAR operators, moving a lowering operator to the left past `S⁺` or `Sz` costs a
term only when both belong to the same orbital. -/
theorem spin_comm (hC : CAR c a) (p q : ι) :
    Splus c a p * Sminus c a q =
      Sminus c a q * Splus c a p + (if p = q then (2 : ℂ) • Sz c a p else 0) ∧
    Sz c a p * Sminus c a q =
      Sminus c a q * Sz c a p - (if p = q then Sminus c a q else 0) := by
  -- the commutator of two one-body operators
  have B : ∀ i j k l, c i * a j * (c k * a l) = c k * a l * (c i * a j) +
      (c i * (if j = k then 1 else 0) * a l - c k * (if l = i then 1 else 0) * a j) := by
    intro i j k l
    linear_combination (norm := noncomm_ring) c i * hC.ac j k * a l - c k * hC.ac l i * a j
      - hC.cc i k * (a j * a l) + c k * c i * hC.aa j l
  constructor
  · simp only [Splus, Sminus, Sz]
    rw [B]
    by_cases h : p = q
    · subst h
      simp only [if_true, mul_one]
      module
    · simp [h, Ne.symm h]
  · simp only [Sminus, Sz, smul_mul_assoc, mul_smul_comm, sub_mul, mul_sub]
    rw [B (p, true) (p, true) (q, false) (q, true), B (p, false) (p, false) (q, false) (q, true)]
    by_cases h : p = q
    · subst h
      simp only [Prod.mk.injEq, reduceCtorEq, and_false, if_true, if_false, mul_one,
        mul_zero, zero_mul]
      module
    · simp [h, Ne.symm h]
```

Here `k` is the anticommutator applied to $a_{p\downarrow}F$.

```lean
/-- For CAR operators, every `S⁺` sends a polarized state to zero and every `Sz` has the value one
half on it. -/
theorem polarized_action (hC : CAR c a) (hF : Polarized c a F) (p : ι) :
    Splus c a p F = 0 ∧ Sz c a p F = (1 / 2 : ℂ) • F := by
  constructor
  · have e : a (p, false) (a (p, false) F) + a (p, false) (a (p, false) F) = 0 :=
      LinearMap.congr_fun (hC.aa (p, false) (p, false)) F
    have h0 : a (p, false) (a (p, false) F) = 0 := by
      calc _ = (1 / 2 : ℂ) • (a (p, false) (a (p, false) F) + a (p, false) (a (p, false) F)) := by
            module
        _ = 0 := by rw [e, smul_zero]
    have hd : c (p, false) (a (p, false) F) = 0 := hF.down p
    -- an empty mode is annihilated
    have k := LinearMap.congr_fun (hC.ac (p, false) (p, false)) (a (p, false) F)
    simp only [if_true, LinearMap.add_apply, Module.End.mul_apply, Module.End.one_apply,
      hd, h0, map_zero, add_zero] at k
    simp only [Splus, Module.End.mul_apply, ← k, map_zero]
  · simp only [Sz, LinearMap.smul_apply, LinearMap.sub_apply, hF.up, hF.down, sub_zero]
```

The statements `h1` and `h2` treat a flip at one orbital $r$; in the sum over $r$, the Kronecker delta keeps only $r=p$.

```lean
variable [Fintype ι]

/-- For CAR operators and a polarized `F`, on a one-magnon state built from `F` the operator `S⁺` of
orbital `p` returns the amplitude `z p` times `F`, and `Sz` is one half except on the component
flipped at `p`. -/
theorem magnon_action (hC : CAR c a) (hF : Polarized c a F) (p : ι) (z : ι → ℂ) :
    Splus c a p (magnon c a F z) = z p • F ∧
    Sz c a p (magnon c a F z) = (1 / 2 : ℂ) • magnon c a F z - z p • Sminus c a p F := by
  obtain ⟨f1, f2⟩ := polarized_action hC hF p
  have h1 : ∀ r, Splus c a p (Sminus c a r F) = if p = r then F else 0 := by
    intro r
    have k := LinearMap.congr_fun (spin_comm hC p r).1 F
    simp only [Module.End.mul_apply, LinearMap.add_apply, f1, map_zero, zero_add] at k
    rw [k]
    split_ifs
    · rw [LinearMap.smul_apply, f2]
      module
    · rfl
  have h2 : ∀ r, Sz c a p (Sminus c a r F) =
      (1 / 2 : ℂ) • Sminus c a r F - if p = r then Sminus c a r F else 0 := by
    intro r
    have k := LinearMap.congr_fun (spin_comm hC p r).2 F
    simp only [Module.End.mul_apply, LinearMap.sub_apply, f2, map_smul] at k
    rw [k]
    split_ifs <;> rfl
  constructor
  · simp only [magnon, map_sum, map_smul, h1, smul_ite, smul_zero, sum_ite_eq, mem_univ, if_true]
  · simp only [magnon, map_sum, map_smul, h2, smul_sub, sum_sub_distrib, smul_ite, smul_zero,
      sum_ite_eq, mem_univ, if_true, smul_sum]
    congr 1
    exact sum_congr rfl fun r _ => smul_comm _ _ _
```

The pair formula combines these actions, with `e3` giving $S^z_pS^-_qF=\frac12S^-_qF$ for different orbitals.

```lean
/-- For CAR operators, a polarized `F` and two different orbitals, `S_p · S_q` acts on a one-magnon
state built from `F` as one quarter minus a term proportional to the difference of the two
amplitudes. -/
theorem spinDot_magnon (hC : CAR c a) (hF : Polarized c a F) {p q : ι} (h : p ≠ q)
    (z : ι → ℂ) : spinDot c a p q (magnon c a F z) = (1 / 4 : ℂ) • magnon c a F z
      - ((1 / 2 : ℂ) * (z p - z q)) • (Sminus c a p F - Sminus c a q F) := by
  obtain ⟨e1, e2⟩ := spin_comm hC p q
  rw [if_neg h, add_zero] at e1
  rw [if_neg h, sub_zero] at e2
  have e3 : Sz c a p (Sminus c a q F) = (1 / 2 : ℂ) • Sminus c a q F := by
    have k := LinearMap.congr_fun e2 F
    simpa only [Module.End.mul_apply, (polarized_action hC hF p).2, map_smul] using k
  rw [spinDot_ladder, e1]
  simp only [LinearMap.add_apply, LinearMap.smul_apply, Module.End.mul_apply, map_smul, map_sub,
    (magnon_action hC hF p z).1, (magnon_action hC hF q z).1,
    (magnon_action hC hF p z).2, (magnon_action hC hF q z).2, e3]
  module
```

## The magnon equation, its eigenvalues and plane waves

In the main theorem, `key` is the sum over pairs $p<q$, and `swap` relabels half of it. The split into $p<q$, $p=q$ and $p>q$ then recovers the sum over all $q\ne p$.

```lean
/-- One-magnon equation: for CAR operators, a polarized `F` and symmetric real couplings, `H - E`
acts on the amplitudes of a single spin flip as half the coupling-weighted sum of amplitude
differences. -/
theorem heisenberg_magnon (hC : CAR c a) (hF : Polarized c a F) (J : ι → ι → ℝ)
    (hJ : ∀ p q, J p q = J q p) (z : ι → ℂ) :
    heisenberg c a J (magnon c a F z) - (ferroEnergy J : ℂ) • magnon c a F z =
      (1 / 2 : ℂ) • ∑ p, (∑ q ∈ univ.erase p, (J p q : ℂ) * (z p - z q)) • Sminus c a p F := by
  have hE : (ferroEnergy J : ℂ) • magnon c a F z =
      -∑ p, ∑ q with p < q, ((J p q : ℂ) / 4) • magnon c a F z := by
    simp only [ferroEnergy, ← sum_smul, ← sum_div]
    push_cast
    module
  let g : ι → ι → V := fun p q => ((J p q : ℂ) * (z p - z q)) • Sminus c a p F
  -- each pair contributes once to either of its orbitals
  have key : heisenberg c a J (magnon c a F z) - (ferroEnergy J : ℂ) • magnon c a F z =
      (1 / 2 : ℂ) • ∑ p, ∑ q with p < q, (g p q + g q p) := by
    rw [hE]
    simp only [heisenberg, LinearMap.neg_apply, LinearMap.sum_apply, LinearMap.smul_apply]
    rw [sub_neg_eq_add, neg_add_eq_sub, ← sum_sub_distrib, smul_sum]
    refine sum_congr rfl fun p _ => ?_
    rw [← sum_sub_distrib, smul_sum]
    refine sum_congr rfl fun q hq => ?_
    rw [spinDot_magnon hC hF (mem_filter.mp hq).2.ne]
    simp only [g, hJ q p]
    module
  have swap : ∑ p, ∑ q with p < q, g q p = ∑ p, ∑ q with q < p, g p q := by
    simp only [sum_filter]
    exact sum_comm
  rw [key]
  congr 1
  simp only [sum_add_distrib]
  rw [swap, ← sum_add_distrib]
  refine sum_congr rfl fun p _ => ?_
  have he : univ.erase p = univ.filter (fun q => q ≠ p) := by ext; simp
  rw [sum_smul, he]
  simp only [sum_filter]
  rw [← sum_add_distrib]
  refine sum_congr rfl fun q _ => ?_
  rcases lt_trichotomy p q with h | h | h
  · simp [g, h, lt_asymm h, h.ne']
  · simp [h]
  · simp [g, h, lt_asymm h, h.ne]
```

For the secular equation, the forward direction applies $S^+_p$ and cancels the nonzero $F$. The equivalence includes $z=0$, which is no eigenstate.

```lean
/-- For CAR operators, a polarized `F` and symmetric real couplings, a one-magnon state built from
`F` satisfies `H ψ = (E + ω) ψ` exactly when its amplitudes solve the secular equation with the
value `ω`. -/
theorem magnon_secular (hC : CAR c a) (hF : Polarized c a F) (J : ι → ι → ℝ)
    (hJ : ∀ p q, J p q = J q p) (z : ι → ℂ) (ω : ℂ) :
    heisenberg c a J (magnon c a F z) = ((ferroEnergy J : ℂ) + ω) • magnon c a F z ↔
      ∀ p, (1 / 2 : ℂ) * ∑ q ∈ univ.erase p, (J p q : ℂ) * (z p - z q) = ω * z p := by
  have m := heisenberg_magnon hC hF J hJ z
  obtain ⟨w, hw⟩ : ∃ w : ι → ℂ, ∀ p, (1 / 2 : ℂ) *
      ∑ q ∈ univ.erase p, (J p q : ℂ) * (z p - z q) = w p := ⟨_, fun _ => rfl⟩
  simp only [smul_sum, smul_smul, hw] at m
  simp only [hw]
  constructor
  · intro h p
    have e : magnon c a F w = ω • magnon c a F z := by
      rw [magnon, ← m, h]
      module
    -- the raising operator reads off the amplitude at p
    have k := congrArg (Splus c a p) e
    rw [map_smul, (magnon_action hC hF p w).1, (magnon_action hC hF p z).1, smul_smul] at k
    exact smul_left_injective ℂ hF.ne_zero k
  · intro h
    have e : ∑ p, w p • Sminus c a p F = ω • magnon c a F z := by
      simp only [magnon, h, smul_sum, smul_smul]
    rw [add_smul, ← e, ← m]
    abel
```

A plane wave is an `AddChar`. It gives a nonzero state, since $\chi(0)=1$ and $S^+_0\psi_\chi=F$. The proof substitutes $d=q-p$ in the secular equation; the term $d=0$ vanishes.

```lean
/-- Magnon dispersion: for CAR operators and a polarized `F`, if the orbitals form a finite abelian
group and the coupling is an even real function `j` of the separation, the one-magnon state with
plane-wave amplitudes `χ` satisfies the eigenvalue equation with the stated energy. -/
theorem magnon_dispersion [AddCommGroup ι] (hC : CAR c a) (hF : Polarized c a F) (j : ι → ℝ)
    (hj : ∀ d, j (-d) = j d) (χ : AddChar ι ℂ) :
    heisenberg c a (fun p q => j (p - q)) (magnon c a F χ) =
      ((ferroEnergy (fun p q : ι => j (p - q)) : ℂ) +
        (1 / 2 : ℂ) * ∑ d, (j d : ℂ) * (1 - χ d)) • magnon c a F χ := by
  have hs : ∀ p q, j (p - q) = j (q - p) := fun p q => by rw [← hj (p - q), neg_sub]
  refine (magnon_secular hC hF _ hs χ _).2 fun p => ?_
  rw [sum_erase _ (by simp)]
  -- sum over the separation d = q - p
  have k : ∑ q, (j (p - q) : ℂ) * (χ p - χ q) = ∑ d, χ p * ((j d : ℂ) * (1 - χ d)) := by
    refine Fintype.sum_equiv (Equiv.subRight p) _ _ fun q => ?_
    have h1 : χ q = χ (q - p) * χ p := by rw [← AddChar.map_add_eq_mul, sub_add_cancel]
    simp only [Equiv.subRight_apply]
    rw [hs p q, h1]
    ring
  rw [k, ← mul_sum]
  ring
```

## A concrete model from electrons and holes

The exterior algebra provides operators and a state satisfying `CAR` and `Polarized` for any set of orbitals. Its generators are up holes and down electrons, so the element `1` has every up mode filled and every down mode empty. Contraction removes a hole and thereby creates an up electron.

```lean
omit [Fintype ι]

/-- Exterior multiplication by the basis vector of mode `m`. -/
def wedge (m : ι × Bool) : Module.End ℂ (ExteriorAlgebra ℂ (ι × Bool → ℂ)) :=
  LinearMap.mulLeft ℂ (ExteriorAlgebra.ι ℂ (Pi.single m 1))

/-- Contraction with the coordinate of mode `m`. -/
def contract (m : ι × Bool) : Module.End ℂ (ExteriorAlgebra ℂ (ι × Bool → ℂ)) :=
  CliffordAlgebra.contractLeft (LinearMap.proj m)
```

The proof derives the anticommutators of `wedge` and `contract`, then checks each combination of spins.

```lean
/-- On the exterior algebra, contraction creates up electrons and multiplication creates down
electrons, with the opposite roles for annihilation; the CAR hold and `1` is polarized. -/
theorem electronHole_witness :
    CAR (fun m : ι × Bool => bif m.2 then contract m else wedge m)
      (fun m => bif m.2 then wedge m else contract m) ∧
    Polarized (fun m : ι × Bool => bif m.2 then contract m else wedge m)
      (fun m => bif m.2 then wedge m else contract m) 1 := by
  have cw : ∀ (i j : ι × Bool) x, contract i (wedge j x) =
      (if i = j then x else 0) - wedge j (contract i x) := by
    intro i j x
    have h : contract i (wedge j x) =
        (Pi.single j (1 : ℂ) : ι × Bool → ℂ) i • x - wedge j (contract i x) :=
      CliffordAlgebra.contractLeft_ι_mul ..
    rw [h, Pi.single_apply, ite_smul, one_smul, zero_smul]
  have c1 : ∀ i : ι × Bool, contract i 1 = 0 := fun i => CliffordAlgebra.contractLeft_one ..
  have ww : ∀ i j : ι × Bool, wedge i * wedge j + wedge j * wedge i = 0 := by
    intro i j
    refine LinearMap.ext fun x => ?_
    simp only [wedge, LinearMap.add_apply, Module.End.mul_apply, LinearMap.mulLeft_apply,
      LinearMap.zero_apply]
    rw [← mul_assoc, ← mul_assoc, ← add_mul, ExteriorAlgebra.ι_add_mul_swap, zero_mul]
  have dd : ∀ i j : ι × Bool, contract i * contract j + contract j * contract i = 0 := by
    intro i j
    refine LinearMap.ext fun x => ?_
    have h : contract i (contract j x) = -contract j (contract i x) :=
      CliffordAlgebra.contractLeft_comm ..
    simp only [LinearMap.add_apply, Module.End.mul_apply, LinearMap.zero_apply, h,
      neg_add_cancel]
  have dw : ∀ i j : ι × Bool, contract i * wedge j + wedge j * contract i =
      if i = j then 1 else 0 := by
    intro i j
    refine LinearMap.ext fun x => ?_
    simp only [LinearMap.add_apply, Module.End.mul_apply, cw, sub_add_cancel]
    split_ifs <;> rfl
  have wd : ∀ i j : ι × Bool, wedge i * contract j + contract j * wedge i =
      if i = j then 1 else 0 := by
    intro i j
    rw [add_comm, dw]
    simp only [eq_comm]
  refine ⟨⟨?_, ?_, ?_⟩, ⟨one_ne_zero, fun p => ?_, fun p => ?_⟩⟩
  · rintro ⟨p, s⟩ ⟨q, t⟩
    cases s <;> cases t <;> simp [ww, dd, dw, wd]
  · rintro ⟨p, s⟩ ⟨q, t⟩
    cases s <;> cases t <;> simp [ww, dd, dw, wd]
  · rintro ⟨p, s⟩ ⟨q, t⟩
    cases s <;> cases t <;> simp [ww, dd, dw, wd]
  · simp [cw, c1]
  · simp [c1]

end

end OneMagnon
```

```lean
#print axioms OneMagnon.heisenberg_magnon
#print axioms OneMagnon.magnon_dispersion
```

```
'OneMagnon.heisenberg_magnon' depends on axioms: [propext, Classical.choice, Quot.sound]
'OneMagnon.magnon_dispersion' depends on axioms: [propext, Classical.choice, Quot.sound]
```
